# The best least-squares fit of $p_x p_y$ by spherical functions on the same centre is zero

When a calculation uses density fitting, each product of two basis functions is replaced by a combination of auxiliary functions, and the angular momenta of those auxiliary functions have to be chosen. Suppose an atom carries p orbitals and only s-type auxiliary functions. The densities of three p orbitals with the same radial factor add up to a spherical function, which a suitable radial function fits exactly. The product $p_x p_y$ gains nothing: any non-zero spherical fit is worse than no fit at all.

This is shown here for one centre, for the squared error integrated over space, and for continuous radial functions of compact support, meaning that they vanish beyond some radius. Gaussians have tails and so do not meet the last condition literally, although the symmetry argument does not depend on the cutoff. Fits in the Coulomb metric use a different error measure.

## Space, orbital products and the fit error

```lean
import Mathlib

open MeasureTheory

namespace SphericalDensityFitting

noncomputable section
```

The file loads the mathematical library Mathlib and makes its names for integration available.

```lean
/-- Three-dimensional Euclidean space. -/
abbrev Space := EuclideanSpace ℝ (Fin 3)
```

`Space` is three-dimensional Euclidean space. A point `v` has coordinates `v 0`, `v 1`, `v 2`, which are $x, y, z$, and the nucleus sits at the origin. Integrals over `Space` use ordinary volume.

```lean
/-- The product of two p orbitals along the axes `i` and `j`, with `f` the product of their
radial factors: `x_i x_j f(r)`. -/
def orbitalProduct (i j : Fin 3) (f : ℝ → ℝ) : Space → ℝ :=
  fun v => v i * v j * f ‖v‖
```

A `def` introduces a named object. With $r = |v|$, written `‖v‖`, this one is

$$v \mapsto x_i x_j f(r).$$

If the two orbitals are $x_i R_1(r)$ and $x_j R_2(r)$, then $f = R_1 R_2$. No normalisation is imposed. Taking $i = j$ and $R_1 = R_2$ gives the density of a single p orbital.

```lean
/-- The squared error, integrated over space, of fitting the density `ρ` by the spherical
auxiliary function `g(r)`. -/
def fitError (ρ : Space → ℝ) (g : ℝ → ℝ) : ℝ :=
  ∫ v : Space, (ρ v - g ‖v‖) ^ 2
```

For a density $\rho$ and a spherical function $g$, the error is

$$\int (\rho(v) - g(r))^2 \, dv.$$

Here $g$ is the complete fitted function, so it may be a combination of any number of s-type functions with their coefficients already inserted.

```lean
/-- The radial function `r² f(r) / 3`. -/
def sphericalAverage (f : ℝ → ℝ) : ℝ → ℝ :=
  fun r => r ^ 2 / 3 * f r
```

This is $r^2 f(r)/3$, the average of $x_i^2 f(r)$ over the sphere of radius $r$.

## Two symmetries and a cutoff

```lean
/-- The reflection of space that reverses the axis `i`. -/
def mirror (i : Fin 3) : Space ≃ₗᵢ[ℝ] Space :=
  LinearIsometryEquiv.piLpCongrRight 2
    (fun k => if k = i then LinearIsometryEquiv.neg ℝ else LinearIsometryEquiv.refl ℝ ℝ)
```

The symbol `≃ₗᵢ` denotes an invertible linear map that preserves lengths. `mirror i` changes the sign of coordinate $i$ and leaves the others alone.

```lean
/-- The exchange of the axes `i` and `j`. -/
def swapAxes (i j : Fin 3) : Space ≃ₗᵢ[ℝ] Space :=
  LinearIsometryEquiv.piLpCongrLeft 2 ℝ ℝ (Equiv.swap i j)
```

`swapAxes i j` exchanges two coordinates. Both maps preserve $r$ and volume.

```lean
/-- A function of position times a radial function of compact support has compact support
in space. -/
theorem hasCompactSupport_mul_radial {h : ℝ → ℝ} (hh : HasCompactSupport h) (p : Space → ℝ) :
    HasCompactSupport (fun v : Space => p v * h ‖v‖) := by
  obtain ⟨R, hR⟩ := (IsCompact.isBounded hh).subset_closedBall 0
  refine HasCompactSupport.intro (isCompact_closedBall (0 : Space) R) ?_
  intro v hv
  have h0 : h ‖v‖ = 0 := by
    by_contra hne
    have hm := hR (subset_tsupport h hne)
    apply hv
    simpa [Metric.mem_closedBall, dist_zero_right] using hm
  rw [h0, mul_zero]
```

A `theorem` lists its hypotheses, then a colon, then its claim; the proof follows `:=`. This one says that if $h$ has compact support on the real line, then $p(v)\,h(r)$ has compact support in space, whatever $p$ is. By hand: $h$ vanishes outside some interval $[-R, R]$, so the product vanishes outside the ball of radius $R$. The proof finds this $R$ and checks the points outside the ball.

## Why the overlap with $p_x p_y$ vanishes

```lean
/-- The product of p orbitals along two different axes has zero overlap with every spherical
function, where an integral that does not converge counts as zero. -/
theorem overlap_spherical_eq_zero {i j : Fin 3} (hij : i ≠ j) (f g : ℝ → ℝ) :
    ∫ v : Space, orbitalProduct i j f v * g ‖v‖ = 0 := by
  have h := (mirror i).measurePreserving.integral_comp
    (mirror i).toHomeomorph.measurableEmbedding
    (fun v : Space => orbitalProduct i j f v * g ‖v‖)
  -- the reflection reverses the sign of the integrand
  have e : ∀ v : Space, orbitalProduct i j f (mirror i v) * g ‖mirror i v‖
      = -(orbitalProduct i j f v * g ‖v‖) := by
    intro v
    have h1 : mirror i v i = -v i := by simp [mirror]
    have h2 : mirror i v j = v j := by simp [mirror, hij.symm]
    simp only [orbitalProduct, LinearIsometryEquiv.norm_map, h1, h2]
    ring
  simp only [e, integral_neg] at h
  linarith
```

The hypothesis `hij : i ≠ j` says that the axes differ. Write $F(v) = x_i x_j f(r) g(r)$ and let $M$ be the reflection of axis $i$. Then $x_i$ changes sign while $x_j$ and $r$ do not, so $F(Mv) = -F(v)$. Since $M$ preserves volume,

$$\int F(v)\,dv = \int F(Mv)\,dv = -\int F(v)\,dv,$$

and the integral is zero.

In the proof, `h` is the change of variables, `e` is the change of sign, and `linarith` solves $I = -I$. Nothing is assumed about $f$ and $g$, because Lean assigns the value zero to an integral that does not converge; the physical content lies in the convergent case.

## The closed shell is spherical

```lean
/-- The densities of the three p orbitals of a shell add up to the spherical function
`r² f(r)`. -/
theorem closed_shell_spherical (f : ℝ → ℝ) (v : Space) :
    ∑ i, orbitalProduct i i f v = ‖v‖ ^ 2 * f ‖v‖ := by
  rw [EuclideanSpace.norm_sq_eq]
  simp only [orbitalProduct, Fin.sum_univ_three, Real.norm_eq_abs, sq_abs]
  ring
```

For every $f$ and every point,

$$\sum_i x_i^2 f(r) = (x_0^2 + x_1^2 + x_2^2) f(r) = r^2 f(r).$$

The proof expands the squared norm into coordinates. The sum counts each orbital once; double occupation multiplies both sides by two.

```lean
/-- The spherical auxiliary function `r² f(r)` fits the sum of the three p densities, each counted
once, without error. -/
theorem closed_shell_fitError (f : ℝ → ℝ) :
    fitError (fun v => ∑ i, orbitalProduct i i f v) (fun r => r ^ 2 * f r) = 0 := by
  simp [fitError, closed_shell_spherical]
```

Choosing $g(r) = r^2 f(r)$ makes the integrand of the error zero at every point, so the error is zero.

## What a spherical function misses in a single p density

```lean
/-- For continuous `f`, what remains of `x_i² f(r)` after subtracting `r² f(r) / 3` has zero overlap
with every continuous spherical function of compact support. -/
theorem residual_overlap_eq_zero (i : Fin 3) {f g : ℝ → ℝ} (cf : Continuous f)
    (cg : Continuous g) (hg : HasCompactSupport g) :
    ∫ v : Space, (orbitalProduct i i f v - sphericalAverage f ‖v‖) * g ‖v‖ = 0 := by
  -- exchanging axes shows that the three overlaps agree
  have hs : ∀ k : Fin 3,
      ∫ v : Space, (orbitalProduct k k f v - sphericalAverage f ‖v‖) * g ‖v‖
        = ∫ v : Space, (orbitalProduct i i f v - sphericalAverage f ‖v‖) * g ‖v‖ := by
    intro k
    have h := (swapAxes i k).measurePreserving.integral_comp
      (swapAxes i k).toHomeomorph.measurableEmbedding
      (fun v : Space => (orbitalProduct i i f v - sphericalAverage f ‖v‖) * g ‖v‖)
    have h1 : ∀ v : Space, swapAxes i k v i = v k := by
      intro v
      simp [swapAxes, LinearIsometryEquiv.piLpCongrLeft_apply, Equiv.piCongrLeft'_apply]
    simp only [orbitalProduct, LinearIsometryEquiv.norm_map, h1] at h ⊢
    exact h
  have hint : ∀ k : Fin 3, Integrable
      (fun v : Space => (orbitalProduct k k f v - sphericalAverage f ‖v‖) * g ‖v‖) := by
    intro k
    refine Continuous.integrable_of_hasCompactSupport ?_ (hasCompactSupport_mul_radial hg _)
    unfold orbitalProduct sphericalAverage
    fun_prop
  -- the three residuals add up to zero
  have hsum : ∑ k : Fin 3,
      ∫ v : Space, (orbitalProduct k k f v - sphericalAverage f ‖v‖) * g ‖v‖ = 0 := by
    rw [← MeasureTheory.integral_finsetSum _ (fun k _ => hint k)]
    have e : ∀ v : Space,
        ∑ k : Fin 3, (orbitalProduct k k f v - sphericalAverage f ‖v‖) * g ‖v‖ = 0 := by
      intro v
      have hc := closed_shell_spherical f v
      rw [Fin.sum_univ_three] at hc ⊢
      simp only [sphericalAverage]
      linear_combination g ‖v‖ * hc
    simp only [e, integral_zero]
  rw [Fin.sum_univ_three, hs 0, hs 1, hs 2] at hsum
  linarith
```

Let $D_k = x_k^2 f(r) - r^2 f(r)/3$ and $I_k = \int D_k\, g(r)\,dv$. The claim is $I_i = 0$.

Exchanging axes $i$ and $k$ turns $D_i$ into $D_k$ and leaves $g(r)$ unchanged, so $I_k = I_i$ for each $k$. This is `hs`. The closed-shell identity gives

$$D_0 + D_1 + D_2 = r^2 f(r) - 3 \cdot \tfrac{1}{3} r^2 f(r) = 0,$$

hence $I_0 + I_1 + I_2 = 0$, which is `hsum`. Together these say $3 I_i = 0$. Adding the integrals requires each of them to converge; `hint` obtains this from the continuity of $f$ and $g$ and the compact support of $g$.

## Splitting the squared error

```lean
/-- Let `ρ`, `s` and `g` be continuous with compact support. If the residual of the spherical fit
`s` is orthogonal to `s - g`, the error of the fit `g` is the error of `s` plus the squared distance
between `s` and `g`. -/
theorem fitError_split {ρ : Space → ℝ} {s g : ℝ → ℝ} (cρ : Continuous ρ)
    (hρ : HasCompactSupport ρ) (cs : Continuous s) (hs : HasCompactSupport s)
    (cg : Continuous g) (hg : HasCompactSupport g)
    (horth : ∫ v : Space, (ρ v - s ‖v‖) * (s ‖v‖ - g ‖v‖) = 0) :
    fitError ρ g = fitError ρ s + ∫ v : Space, (s ‖v‖ - g ‖v‖) ^ 2 := by
  have hs' : HasCompactSupport (fun v : Space => s ‖v‖) := by
    simpa using hasCompactSupport_mul_radial hs (fun _ => 1)
  have hg' : HasCompactSupport (fun v : Space => g ‖v‖) := by
    simpa using hasCompactSupport_mul_radial hg (fun _ => 1)
  have hu : HasCompactSupport (fun v : Space => ρ v - s ‖v‖) :=
    hρ.comp₂_left (m := fun a b : ℝ => a - b) hs' (sub_zero 0)
  have hw : HasCompactSupport (fun v : Space => s ‖v‖ - g ‖v‖) :=
    hs'.comp₂_left (m := fun a b : ℝ => a - b) hg' (sub_zero 0)
  have cu : Continuous (fun v : Space => ρ v - s ‖v‖) := by fun_prop
  have cw : Continuous (fun v : Space => s ‖v‖ - g ‖v‖) := by fun_prop
  have i1 : Integrable (fun v : Space => (ρ v - s ‖v‖) ^ 2) := by
    simp only [pow_two]
    exact (cu.mul cu).integrable_of_hasCompactSupport hu.mul_right
  have i2 : Integrable (fun v : Space => (s ‖v‖ - g ‖v‖) ^ 2) := by
    simp only [pow_two]
    exact (cw.mul cw).integrable_of_hasCompactSupport hw.mul_right
  have i3 : Integrable (fun v : Space => 2 * ((ρ v - s ‖v‖) * (s ‖v‖ - g ‖v‖))) :=
    ((cu.mul cw).integrable_of_hasCompactSupport hu.mul_right).const_mul 2
  have i12 : Integrable
      (fun v : Space => (ρ v - s ‖v‖) ^ 2 + (s ‖v‖ - g ‖v‖) ^ 2) := i1.add i2
  have e : ∀ v : Space, (ρ v - g ‖v‖) ^ 2 = (ρ v - s ‖v‖) ^ 2 + (s ‖v‖ - g ‖v‖) ^ 2
      + 2 * ((ρ v - s ‖v‖) * (s ‖v‖ - g ‖v‖)) := by
    intro v
    ring
  unfold fitError
  simp only [e]
  rw [integral_add i12 i3, integral_add i1 i2, integral_const_mul, horth]
  ring
```

Here $s$ is a reference fit, and `horth` assumes that its residual $\rho - s$ is orthogonal to $s - g$. Write $\rho - g = (\rho - s) + (s - g)$ and square:

$$(\rho - g)^2 = (\rho - s)^2 + (s - g)^2 + 2(\rho - s)(s - g).$$

On integration the last term vanishes by `horth`, which leaves

$$\int (\rho - g)^2\,dv = \int (\rho - s)^2\,dv + \int (s - g)^2\,dv.$$

This is Pythagoras' theorem for functions. Most of the proof checks that the three terms are continuous with compact support and therefore integrable (`i1`, `i2`, `i3`). The identity `e` is the expanded square.

## No gain for different axes

```lean
/-- For p orbitals along different axes, with `f` and `g` continuous and of compact support, a
spherical fit `g` adds its own squared norm to the squared norm of the orbital product. -/
theorem fitError_orbitalProduct {i j : Fin 3} (hij : i ≠ j) {f g : ℝ → ℝ}
    (cf : Continuous f) (hf : HasCompactSupport f) (cg : Continuous g)
    (hg : HasCompactSupport g) :
    fitError (orbitalProduct i j f) g
      = (∫ v : Space, orbitalProduct i j f v ^ 2) + ∫ v : Space, g ‖v‖ ^ 2 := by
  have cρ : Continuous (orbitalProduct i j f) := by
    unfold orbitalProduct
    fun_prop
  have h := fitError_split (s := fun _ => 0) cρ (hasCompactSupport_mul_radial hf _)
    continuous_const HasCompactSupport.zero cg hg (by
      simp only [sub_zero, zero_sub, mul_neg, integral_neg,
        overlap_spherical_eq_zero hij f g, neg_zero])
  simp only [fitError, sub_zero, zero_sub, neg_sq] at h ⊢
  exact h
```

Take $\rho = x_i x_j f(r)$ with $i \neq j$, and $s = 0$. The required orthogonality is $\int \rho\,(0 - g)\,dv = 0$, which the reflection argument has supplied. The splitting becomes

$$\int (x_i x_j f - g)^2\,dv = \int (x_i x_j f)^2\,dv + \int g(r)^2\,dv.$$

The spherical fit thus adds its own squared norm to the error and removes nothing.

```lean
/-- For continuous radial functions of compact support, no spherical auxiliary function lowers the
fit error of a product of p orbitals along different axes below the squared norm of that product. -/
theorem spherical_fit_no_gain {i j : Fin 3} (hij : i ≠ j) {f g : ℝ → ℝ}
    (cf : Continuous f) (hf : HasCompactSupport f) (cg : Continuous g)
    (hg : HasCompactSupport g) :
    ∫ v : Space, (v i * v j * f ‖v‖) ^ 2
      ≤ ∫ v : Space, (v i * v j * f ‖v‖ - g ‖v‖) ^ 2 := by
  have h := fitError_orbitalProduct hij cf hf cg hg
  have hpos : 0 ≤ ∫ v : Space, g ‖v‖ ^ 2 := integral_nonneg (fun v => sq_nonneg _)
  simp only [fitError, orbitalProduct] at h
  linarith
```

Since $\int g(r)^2\,dv \ge 0$, the error is at least $\int (x_i x_j f)^2\,dv$, the error with no fit. With $i = 0$ and $j = 1$ this is the statement about $p_x p_y$.

```lean
/-- For different axes and continuous radial functions of compact support, the fit error equals the
squared norm of the orbital product exactly when the spherical auxiliary function vanishes at every
radius. -/
theorem spherical_fit_eq_iff {i j : Fin 3} (hij : i ≠ j) {f g : ℝ → ℝ}
    (cf : Continuous f) (hf : HasCompactSupport f) (cg : Continuous g)
    (hg : HasCompactSupport g) :
    fitError (orbitalProduct i j f) g = ∫ v : Space, orbitalProduct i j f v ^ 2
      ↔ ∀ r, 0 ≤ r → g r = 0 := by
  rw [fitError_orbitalProduct hij cf hf cg hg, add_eq_left]
  constructor
  · intro h r hr
    have c2 : Continuous (fun v : Space => g ‖v‖ ^ 2) := by fun_prop
    have i2 : Integrable (fun v : Space => g ‖v‖ ^ 2) := by
      refine c2.integrable_of_hasCompactSupport ?_
      simpa only [pow_two] using hasCompactSupport_mul_radial hg (fun v => g ‖v‖)
    have hae := (integral_eq_zero_iff_of_nonneg (fun v => sq_nonneg _) i2).1 h
    have h0 := Measure.eq_of_ae_eq hae c2 continuous_zero
    -- evaluate at a point at distance r from the nucleus
    have h1 := congrFun h0 (EuclideanSpace.single (0 : Fin 3) r)
    simpa [abs_of_nonneg hr] using h1
  · intro h
    have e : ∀ v : Space, g ‖v‖ = 0 := fun v => h _ (norm_nonneg v)
    simp [e]
```

The symbol `↔` means "if and only if". By the previous identity, equality holds exactly when $\int g(r)^2\,dv = 0$. A non-negative function with zero integral vanishes almost everywhere, and a continuous function that vanishes almost everywhere vanishes everywhere. Evaluating at the point $(r, 0, 0)$ gives $g(r) = 0$ for each $r \ge 0$. Conversely, if $g$ vanishes at all such radii, its integral is zero. Values of $g$ at negative arguments play no role, because $r$ is never negative.

The smallest case is $f = 0$. There is then no density to fit, the error is just $\int g(r)^2\,dv$, and it is zero only for a $g$ that vanishes at every radius.

## The best spherical fit of one p density

```lean
/-- For `f` and `g` continuous and of compact support, the error of a spherical fit `g` to a single
density `x_i² f(r)` is the error of the fit `r² f(r) / 3` plus the squared distance of `g` from that
fit. -/
theorem single_density_fitError (i : Fin 3) {f g : ℝ → ℝ}
    (cf : Continuous f) (hf : HasCompactSupport f) (cg : Continuous g)
    (hg : HasCompactSupport g) :
    fitError (orbitalProduct i i f) g = fitError (orbitalProduct i i f) (sphericalAverage f)
      + ∫ v : Space, (sphericalAverage f ‖v‖ - g ‖v‖) ^ 2 := by
  have cρ : Continuous (orbitalProduct i i f) := by
    unfold orbitalProduct
    fun_prop
  have cs : Continuous (sphericalAverage f) := by
    unfold sphericalAverage
    fun_prop
  have hs : HasCompactSupport (sphericalAverage f) :=
    HasCompactSupport.mul_left (f := fun r : ℝ => r ^ 2 / 3) hf
  have hw : HasCompactSupport (fun r => sphericalAverage f r - g r) :=
    hs.comp₂_left (m := fun a b : ℝ => a - b) hg (sub_zero 0)
  exact fitError_split cρ (hasCompactSupport_mul_radial hf _) cs hs cg hg
    (residual_overlap_eq_zero i cf (cs.sub cg) hw)

end

end SphericalDensityFitting
```

For a single density $x_i^2 f(r)$, take $s(r) = r^2 f(r)/3$. Its residual is orthogonal to every continuous spherical function of compact support, and $s - g$ is such a function. The splitting gives

$$\int (x_i^2 f - g)^2\,dv = \int (x_i^2 f - s)^2\,dv + \int (s - g)^2\,dv.$$

The first term on the right does not depend on $g$ and the second is never negative, so no admissible $g$ does better than $s$. The proof checks that $s$ and $s - g$ are continuous with compact support, then combines `fitError_split` with `residual_overlap_eq_zero`.

For a one-centre fit of this kind, s-type auxiliary functions can therefore capture at best the spherical average of each p density, while products along different axes need functions of higher angular momentum. The product $xy\,f(r)$ itself has d-type symmetry.

```lean
#print axioms SphericalDensityFitting.closed_shell_fitError
#print axioms SphericalDensityFitting.spherical_fit_no_gain
#print axioms SphericalDensityFitting.spherical_fit_eq_iff
#print axioms SphericalDensityFitting.single_density_fitError
```

```
'SphericalDensityFitting.closed_shell_fitError' depends on axioms: [propext, Classical.choice, Quot.sound]
'SphericalDensityFitting.spherical_fit_no_gain' depends on axioms: [propext, Classical.choice, Quot.sound]
'SphericalDensityFitting.spherical_fit_eq_iff' depends on axioms: [propext, Classical.choice, Quot.sound]
'SphericalDensityFitting.single_density_fitError' depends on axioms: [propext, Classical.choice, Quot.sound]
```
